# For P = im(HX − XH), the second-order electronic mass is −im⟨XP − PX⟩

In units with ħ = 1, take a two-level system with orthonormal states e_0 and e_1 of energies 0 and w ≠ 0, a coordinate X with real transition amplitude d between them, and a real mass m: the momentum P = im(HX − XH) gives P e_0 = imwd e_1, so the electronic mass in the state e_0, defined as the second-order sum 2|⟨e_1, P e_0⟩|²/w, equals 2m²wd², which is also the value of −im⟨e_0, (XP − PX) e_0⟩. The Lean file proves this equality for Hermitian H and X on any space with a finite orthonormal eigenbasis of H.

```lean
import Mathlib

open scoped InnerProductSpace
open Complex

namespace ElectronicInertialMass

noncomputable section

variable {V ι : Type*} [NormedAddCommGroup V] [InnerProductSpace ℂ V] [Fintype ι]

/-- The momentum `P = i m (H X - X H)` belonging to the coordinate `X` (units with `ħ = 1`). -/
def momentum (m : ℝ) (H X : Module.End ℂ V) : Module.End ℂ V :=
  (I * (m : ℂ)) • (H * X - X * H)

/-- The second-order tensor of two operators `A`, `B` in the state `b o`: the symmetrised
products of transition amplitudes divided by excitation energies, summed over all states
whose energy differs from `E o`. -/
def massTensor (b : OrthonormalBasis ι ℂ V) (E : ι → ℝ) (o : ι) (A B : Module.End ℂ V) : ℂ :=
  ∑ n with E n ≠ E o,
    (⟪A (b o), b n⟫_ℂ * ⟪b n, B (b o)⟫_ℂ + ⟪B (b o), b n⟫_ℂ * ⟪b n, A (b o)⟫_ℂ)
      / ((E n : ℂ) - (E o : ℂ))

/-- The electronic contribution to the inertial mass in the state `b o`: twice the sum of
`|⟨n|P|o⟩|² / (E n - E o)` over all states whose energy differs from `E o`. -/
def electronicMass (b : OrthonormalBasis ι ℂ V) (E : ι → ℝ) (o : ι) (P : Module.End ℂ V) : ℝ :=
  2 * ∑ n with E n ≠ E o, ‖⟪b n, P (b o)⟫_ℂ‖ ^ 2 / (E n - E o)

/-- The action of the momentum on a state vector. -/
theorem momentum_apply (m : ℝ) (H X : Module.End ℂ V) (v : V) :
    momentum m H X v = (I * (m : ℂ)) • (H (X v) - X (H v)) := rfl

/-- The momentum is Hermitian when the Hamiltonian and the coordinate are. -/
theorem momentum_isSymmetric (m : ℝ) {H X : Module.End ℂ V}
    (hH : LinearMap.IsSymmetric H) (hX : LinearMap.IsSymmetric X) :
    LinearMap.IsSymmetric (momentum m H X) := by
  intro x y
  simp only [momentum_apply, inner_smul_left, inner_smul_right, inner_sub_left,
    inner_sub_right, map_mul, Complex.conj_I, Complex.conj_ofReal]
  rw [hH (X x) y, hX x (H y), hX (H x) y, hH x (X y)]
  ring

/-- For an eigenstate `v` of energy `ε`, the vector `i m X v` solves the first-order response
equation `(H - ε) φ = P v`. -/
theorem boost_response (m ε : ℝ) (H X : Module.End ℂ V) {v : V} (hv : H v = (ε : ℂ) • v) :
    H ((I * (m : ℂ)) • X v) - (ε : ℂ) • ((I * (m : ℂ)) • X v) = momentum m H X v := by
  rw [momentum_apply, hv, map_smul, map_smul]
  module

/-- Between energy eigenstates, the momentum amplitude is `i m` times the excitation energy
times the coordinate amplitude. -/
theorem momentum_matrix_element (m : ℝ) {H : Module.End ℂ V} (X : Module.End ℂ V)
    (hH : LinearMap.IsSymmetric H) {b : OrthonormalBasis ι ℂ V} {E : ι → ℝ}
    (hb : ∀ n, H (b n) = (E n : ℂ) • b n) (n o : ι) :
    ⟪b n, momentum m H X (b o)⟫_ℂ
      = I * (m : ℂ) * ((E n : ℂ) - (E o : ℂ)) * ⟪b n, X (b o)⟫_ℂ := by
  rw [momentum_apply, inner_smul_right, inner_sub_right, hb o, map_smul, inner_smul_right,
    ← hH (b n) (X (b o)), hb n, inner_smul_left, Complex.conj_ofReal]
  ring

/-- The second-order tensor of the momenta belonging to two coordinates `X` and `Y` equals
`-i m` times the expectation value of the commutator of `X` with the momentum of `Y`. -/
theorem massTensor_eq_commutator (m : ℝ) {H X Y : Module.End ℂ V}
    (hH : LinearMap.IsSymmetric H) (hX : LinearMap.IsSymmetric X)
    (hY : LinearMap.IsSymmetric Y) {b : OrthonormalBasis ι ℂ V} {E : ι → ℝ}
    (hb : ∀ n, H (b n) = (E n : ℂ) • b n) (o : ι) :
    massTensor b E o (momentum m H X) (momentum m H Y)
      = -(I * (m : ℂ)) * ⟪b o, (X * momentum m H Y - momentum m H Y * X) (b o)⟫_ℂ := by
  have right := fun (Z : Module.End ℂ V) (n : ι) => momentum_matrix_element m Z hH hb n o
  have left : ∀ (Z : Module.End ℂ V) (n : ι), ⟪momentum m H Z (b o), b n⟫_ℂ
      = -(I * (m : ℂ) * ((E n : ℂ) - (E o : ℂ))) * ⟪Z (b o), b n⟫_ℂ := by
    intro Z n
    rw [← inner_conj_symm (momentum m H Z (b o)) (b n), right Z n]
    simp only [map_mul, map_sub, Complex.conj_I, Complex.conj_ofReal, inner_conj_symm]
    ring
  unfold massTensor
  rw [Finset.sum_filter]
  -- one momentum factor cancels the denominator; degenerate states contribute nothing
  trans ∑ n, I * (m : ℂ) * (⟪momentum m H Y (b o), b n⟫_ℂ * ⟪b n, X (b o)⟫_ℂ
      - ⟪X (b o), b n⟫_ℂ * ⟪b n, momentum m H Y (b o)⟫_ℂ)
  · refine Finset.sum_congr rfl fun n _ => ?_
    by_cases h : E n = E o
    · rw [if_neg (not_not.mpr h)]
      simp only [left, right, h]
      ring
    · have hne : (E n : ℂ) - (E o : ℂ) ≠ 0 := sub_ne_zero.mpr (by exact_mod_cast h)
      rw [if_pos h]
      simp only [left, right]
      rw [div_eq_iff hne]
      ring
  -- completeness of the eigenbasis
  · rw [← Finset.mul_sum, Finset.sum_sub_distrib, b.sum_inner_mul_inner,
      b.sum_inner_mul_inner, LinearMap.sub_apply, Module.End.mul_apply, Module.End.mul_apply,
      inner_sub_right, momentum_isSymmetric m hH hY (b o) (X (b o)),
      hX (b o) (momentum m H Y (b o))]
    ring

/-- The electronic contribution to the inertial mass equals `-i m ⟨XP - PX⟩` in the chosen
eigenstate. -/
theorem electronicMass_eq_commutator (m : ℝ) {H X : Module.End ℂ V}
    (hH : LinearMap.IsSymmetric H) (hX : LinearMap.IsSymmetric X)
    {b : OrthonormalBasis ι ℂ V} {E : ι → ℝ}
    (hb : ∀ n, H (b n) = (E n : ℂ) • b n) (o : ι) :
    (electronicMass b E o (momentum m H X) : ℂ)
      = -(I * (m : ℂ)) * ⟪b o, (X * momentum m H X - momentum m H X * X) (b o)⟫_ℂ := by
  rw [← massTensor_eq_commutator m hH hX hX hb o]
  unfold electronicMass massTensor
  push_cast
  rw [Finset.mul_sum]
  refine Finset.sum_congr rfl fun n _ => ?_
  have h : ⟪momentum m H X (b o), b n⟫_ℂ * ⟪b n, momentum m H X (b o)⟫_ℂ
      = (‖⟪b n, momentum m H X (b o)⟫_ℂ‖ : ℂ) ^ 2 := by
    rw [← inner_conj_symm (momentum m H X (b o)) (b n), Complex.conj_mul']
  rw [h]
  ring

/-- If the commutator of `X` and `P` acts on the chosen eigenstate as `i N`, the electronic
contribution to the inertial mass is `N m`. -/
theorem electronicMass_eq_number_mul_mass (m N : ℝ) {H X : Module.End ℂ V}
    (hH : LinearMap.IsSymmetric H) (hX : LinearMap.IsSymmetric X)
    {b : OrthonormalBasis ι ℂ V} {E : ι → ℝ}
    (hb : ∀ n, H (b n) = (E n : ℂ) • b n) (o : ι)
    (hN : (X * momentum m H X - momentum m H X * X) (b o) = (I * (N : ℂ)) • b o) :
    electronicMass b E o (momentum m H X) = N * m := by
  have h1 : ⟪b o, b o⟫_ℂ = 1 := by
    rw [inner_self_eq_norm_sq_to_K, b.orthonormal.1 o]
    simp
  apply Complex.ofReal_injective
  rw [electronicMass_eq_commutator m hH hX hb o, hN, inner_smul_right, h1]
  push_cast
  linear_combination (-((m : ℂ) * (N : ℂ))) * Complex.I_sq

/-- The Hamiltonian of a two-level system with energies `0` and `w`. -/
def twoLevelH (w : ℝ) : EuclideanSpace ℂ (Fin 2) →ₗ[ℂ] EuclideanSpace ℂ (Fin 2) where
  toFun v := !₂[0, (w : ℂ) * v 1]
  map_add' u v := by ext i; fin_cases i <;> simp [mul_add]
  map_smul' c v := by ext i; fin_cases i <;> simp [mul_left_comm]

/-- The coordinate of a two-level system, with transition amplitude `d` between the levels. -/
def twoLevelX (d : ℝ) : EuclideanSpace ℂ (Fin 2) →ₗ[ℂ] EuclideanSpace ℂ (Fin 2) where
  toFun v := !₂[(d : ℂ) * v 1, (d : ℂ) * v 0]
  map_add' u v := by ext i; fin_cases i <;> simp [mul_add]
  map_smul' c v := by ext i; fin_cases i <;> simp [mul_left_comm]

/-- The two-level system has Hermitian `H` and `X`, the standard basis as eigenbasis, and a
commutator of `X` and `P` that acts on the state of energy `0` as `i N` with `N = 2 m w d²`. -/
theorem electronicMass_witness (m w d : ℝ) :
    LinearMap.IsSymmetric (twoLevelH w) ∧ LinearMap.IsSymmetric (twoLevelX d) ∧
    (∀ n, twoLevelH w (EuclideanSpace.basisFun (Fin 2) ℂ n)
      = (((![0, w] : Fin 2 → ℝ) n : ℝ) : ℂ) • EuclideanSpace.basisFun (Fin 2) ℂ n) ∧
    (twoLevelX d * momentum m (twoLevelH w) (twoLevelX d)
        - momentum m (twoLevelH w) (twoLevelX d) * twoLevelX d)
        (EuclideanSpace.basisFun (Fin 2) ℂ 0)
      = (I * ((2 * m * w * d ^ 2 : ℝ) : ℂ)) • EuclideanSpace.basisFun (Fin 2) ℂ 0 := by
  refine ⟨?_, ?_, ?_, ?_⟩
  · intro x y
    simp [twoLevelH, PiLp.inner_apply, Fin.sum_univ_two]
    ring
  · intro x y
    simp [twoLevelX, PiLp.inner_apply, Fin.sum_univ_two]
    ring
  · intro n
    ext i
    fin_cases n <;> fin_cases i <;> simp [twoLevelH]
  · ext i
    fin_cases i <;>
      simp [momentum_apply, twoLevelH, twoLevelX, Module.End.mul_apply]
    ring

end

end ElectronicInertialMass
```

```lean
#print axioms ElectronicInertialMass.boost_response
-- 'ElectronicInertialMass.boost_response' depends on axioms: [propext, Classical.choice, Quot.sound]
#print axioms ElectronicInertialMass.electronicMass_eq_number_mul_mass
-- 'ElectronicInertialMass.electronicMass_eq_number_mul_mass' depends on axioms: [propext, Classical.choice, Quot.sound]
```

## The sum over states and the commutator

Let b_n be an orthonormal eigenbasis of H with real energies E_n, and let b_o be the chosen state. In units with ħ = 1, the main formula is

2 Σ |⟨b_n, P b_o⟩|² / (E_n − E_o) = −im ⟨b_o, (XP − PX) b_o⟩,

where the sum runs over all n with E_n ≠ E_o. If b_o is nondegenerate, this is the sum over all n ≠ o. If it is degenerate, the other states of the same energy are left out, and no denominator vanishes.

In Lean, H and X are linear maps of type `Module.End ℂ V` on a complex inner product space `V`, and `LinearMap.IsSymmetric` says that they are Hermitian. The basis is `b : OrthonormalBasis ι ℂ V` with a finite index type `ι`, so `V` is finite-dimensional. The hypothesis `hb` says that each `b n` is an eigenvector of H with energy `E n`. The inner product is conjugate-linear in its first argument, as in Dirac notation.

The definition `momentum m H X` is im(HX − XH), and `electronicMass b E o P` is the left side of the formula, a real number. The theorem `electronicMass_eq_commutator` equates that number, regarded as complex, with the right side. Neither m > 0 nor any ordering of the energies is assumed, so the state may be excited, in which case some terms of the sum can be negative.

The more general `massTensor_eq_commutator` has two Hermitian coordinates X and Y, with momenta P_X = im(HX − XH) and P_Y = im(HY − YH). Its left side replaces twice the squared modulus by the symmetrised product

⟨P_X b_o, b_n⟩⟨b_n, P_Y b_o⟩ + ⟨P_Y b_o, b_n⟩⟨b_n, P_X b_o⟩,

and its right side is −im⟨b_o, (X P_Y − P_Y X) b_o⟩. X and Y need not commute.

Finally, `electronicMass_eq_number_mul_mass` adds the hypothesis (XP − PX) b_o = iN b_o, with N real, and concludes that the electronic mass is Nm.

## Electrons carried along by a moving molecule

Let X be the sum of the electron coordinates along one direction. For a nonrelativistic Hamiltonian with kinetic energy Σ p_i²/(2m) and potentials that depend only on positions, the canonical commutation relations give HX − XH = −iP/m, with P the total electron momentum. Multiplying by im recovers P. The definition in the file takes this relation as its starting point, and electron–electron repulsion may be part of H.

Suppose that the molecule moves with a small constant velocity u and that its electrons move along with the nuclei. With positions measured from the moving nuclei and P still the momentum in the laboratory frame, the perturbation is −uP, and the first-order change of the state is uφ, where φ solves

(H − E_o) φ = P b_o.

The vector φ = imX b_o is a solution, as `boost_response` shows. It is the first-order part of the boost exp(imuX), which gives every electron the extra momentum mu. Since H − E_o annihilates b_o, the increase in the expectation value of H at second order in u is

u² ⟨φ, (H − E_o) φ⟩ = u² Σ |⟨b_n, P b_o⟩|² / (E_n − E_o).

Setting this equal to ½Mu² identifies M with the sum in the theorem, including its factor 2. This is the sense in which the sum is an inertial mass. The file itself contains no nuclei and no velocity; it proves the identity for Hermitian H and X on a finite-dimensional space.

For N electrons with canonical operators, XP − PX = iN. These operators act on an infinite-dimensional space, which the Lean theorem does not cover; carried over to it formally, the formula gives M = Nm: the electrons add their full mass to the translational inertia. The hypothesis of the last general theorem stands for this commutation relation, but requires it only on the state b_o. The restriction matters in finite dimension, where XP and PX have the same trace, so their difference cannot be iN times the identity unless N = 0. It can still act as iN on one vector, and the two-level system is an example.

For electronic structure calculations, the identity offers a consistency test of a sum-over-states mass in a finite orthonormal basis, provided that the sum includes all eigenvectors of the matrix of H with energies other than E_o, and that P is built from the matrices of H and X by the commutator. A momentum matrix computed separately in the same basis need not equal that commutator, and then the theorem does not apply to it. The formula concerns the response to one collective coordinate, and does not determine how electronic mass is shared among the nuclei in a vibration.

## One momentum factor cancels the denominator

Write ω_n = E_n − E_o. Because H is Hermitian and both b_n and b_o are eigenvectors,

⟨b_n, P_X b_o⟩ = im(⟨H b_n, X b_o⟩ − E_o⟨b_n, X b_o⟩) = imω_n ⟨b_n, X b_o⟩.

Complex conjugation gives

⟨P_X b_o, b_n⟩ = −imω_n ⟨X b_o, b_n⟩.

Substitute these for the two amplitudes of P_X in the symmetrised product, and leave P_Y as it is. For ω_n ≠ 0, division by ω_n turns the nth term into

im(⟨P_Y b_o, b_n⟩⟨b_n, X b_o⟩ − ⟨X b_o, b_n⟩⟨b_n, P_Y b_o⟩).

No denominator remains. If ω_n = 0, the amplitudes of P_Y vanish by the same matrix-element formula, so this expression is zero. The sum can therefore be extended to every n, including n = o, without changing its value. Completeness, Σ ⟨f, b_n⟩⟨b_n, g⟩ = ⟨f, g⟩, then gives

im(⟨P_Y b_o, X b_o⟩ − ⟨X b_o, P_Y b_o⟩).

The coordinate X is Hermitian by assumption. So is P_Y, because taking the adjoint changes the sign of i and also reverses the commutator. Moving both operators to the right-hand argument yields

im(⟨b_o, P_Y X b_o⟩ − ⟨b_o, X P_Y b_o⟩) = −im⟨b_o, (X P_Y − P_Y X) b_o⟩.

For Y = X, the two products in each term are equal, and each is |⟨b_n, P b_o⟩|². This gives the factor 2 and the mass formula. If also (XP − PX) b_o = iN b_o, normalisation of b_o leaves −im · iN = Nm.

## The same steps in Lean

The lemma `momentum_isSymmetric` expands both inner products and moves H and X across them. The lemma `boost_response` inserts the eigenvalue equation and compares the two vectors; it records the physical meaning of imX b_o, and the later proofs do not call it. The lemma `momentum_matrix_element` is the formula with the factor imω_n.

In `massTensor_eq_commutator`, the local facts `right` and `left` are the matrix element and its conjugate. The step `Finset.sum_filter` rewrites the restricted sum as a sum over all states with zeros in the excluded places, and `trans` introduces the sum without denominators. The case distinction on `E n = E o` then follows the argument above: the degenerate terms vanish, and in the others `div_eq_iff` clears the nonzero denominator before `ring` checks the algebra. Completeness is `b.sum_inner_mul_inner`, used once for each product, and the Hermiticity of P_Y and X finishes the calculation.

The proof of `electronicMass_eq_commutator` sets Y = X and identifies the product of an amplitude and its conjugate with a squared norm. In `electronicMass_eq_number_mul_mass`, the equation between real numbers is first carried to the complex numbers, where the commutator formula applies; the closing `linear_combination` uses i² = −1.

## The two-level system satisfies the hypotheses

The maps `twoLevelH w` and `twoLevelX d` act on vectors with components v_0 and v_1:

H(v_0, v_1) = (0, w v_1),

X(v_0, v_1) = (d v_1, d v_0).

Besides P e_0 = imwd e_1, one finds P e_1 = −imwd e_0. Hence XP e_0 = imwd² e_0 and PX e_0 = −imwd² e_0, and their difference is

(XP − PX) e_0 = 2imwd² e_0.

This is iN e_0 with N = 2mwd². The theorem `electronicMass_witness` checks, component by component, that H and X are Hermitian, that the standard basis is an eigenbasis with energies 0 and w, and that this commutator relation holds. With these facts, the general theorem gives the mass Nm = 2m²wd², in agreement with the direct sum for w ≠ 0. For w = 0 the levels are degenerate, the sum is empty, and N is zero as well.

Here N is a real parameter fixed by m, w and d, and it need not be an integer. On e_1 the same commutator acts as −iN, as the vanishing trace requires.
